# The inverse of the one-site translation on a finite ring is its adjoint

For a single particle on a finite ring of `N` sites, with `N` nonzero, `shift N` is the complex matrix that moves the particle from site `n` to site `n + 1`, the addition being cyclic. The theorem `shift_inv` states that the inverse of this matrix is its conjugate transpose; no Hamiltonian enters. The attempt uses `Matrix.inv_eq_left_inv`, which reduces the claim to showing that the adjoint times the shift is the identity matrix. It then compares the two sides entry by entry, writing the product as a sum over sites and leaving `simp` to evaluate it.

An attempt in Lean 4 with a fault in it:

```lean
import Mathlib

open scoped Matrix

namespace BetheSumRuleRing

noncomputable section

variable {N : ℕ} [NeZero N]

/-- The cyclic shift, which moves a particle from site `n` to site `n + 1`. -/
def shift (N : ℕ) [NeZero N] : Matrix (Fin N) (Fin N) ℂ :=
  Matrix.of fun m n => if m = n + 1 then 1 else 0

lemma shift_star_apply (m n : Fin N) :
    (shift N)ᴴ m n = if n = m + 1 then 1 else 0 := by
  rw [Matrix.conjTranspose_apply, shift, Matrix.of_apply]
  split_ifs <;> simp

/-- The inverse of the cyclic shift is its adjoint. -/
theorem shift_inv : (shift N)⁻¹ = (shift N)ᴴ := by
  apply Matrix.inv_eq_left_inv
  ext m n
  rw [Matrix.mul_apply]
  simp only [shift_star_apply]
  simp [shift, Matrix.one_apply]

end

end BetheSumRuleRing
```

The error:

```
Main.lean:21:48: error: unsolved goals
N : ℕ
inst✝ : NeZero N
m n : Fin N
⊢ (if n = m then 1 else 0) = if m = n then 1 else 0
```

What went wrong. The message "unsolved goals" means that the proof ended with something still to show. By then the sum over sites was gone, and what remained was an equality between two expressions, each equal to 1 when the site indices agree and 0 otherwise. The left side tests `n = m`, while the right side, the entry of the identity matrix given by `Matrix.one_apply`, tests `m = n`. These conditions are equivalent but not written identically, and the `simp` call did not turn one into the other, so it left the goal open.

The added line closes it. `eq_comm` supplies the equivalence of `n = m` and `m = n`, and `if_congr` carries that equivalence over to the two `if` expressions. The two `rfl` arguments confirm that the branches agree, 1 with 1 and 0 with 0.

This version goes through:

```diff
@@ -25,4 +25,5 @@
   simp only [shift_star_apply]
   simp [shift, Matrix.one_apply]
+  exact if_congr eq_comm rfl rfl
 
 end
```
